# Two electrons in a t₂ shell: one spin triplet, T₁, and three spin singlets, A₁, E and T₂

Two electrons that share the three $t_2$ orbitals of a tetrahedral site have fifteen states allowed by the Pauli principle, and their mutual repulsion splits these states into terms. The symmetry of the site and the Pauli principle together settle how many terms there are and which labels they carry.

```lean
import Mathlib

open Equiv Matrix
open scoped Kronecker

namespace CubicT2Squared

/-- Cartesian coordinates of the four vertices of a tetrahedron centred at the origin. -/
def vertex : Fin 4 → Fin 3 → ℚ :=
  ![![1, 1, 1], ![1, -1, -1], ![-1, 1, -1], ![-1, -1, 1]]

/-- The 3×3 matrix on x, y, z attached to a permutation of the four vertices. -/
def t2Matrix (g : Perm (Fin 4)) : Matrix (Fin 3) (Fin 3) ℚ :=
  Matrix.of fun a b => (∑ i, vertex (g i) a * vertex i b) / 4

/-- The T2 character: the number of fixed vertices minus one. -/
def chiT2 (g : Perm (Fin 4)) : ℚ :=
  ((Finset.univ.filter fun i => g i = i).card : ℚ) - 1

/-- The three ways to pair up the four vertices, each given by the partner of every vertex. -/
def partner : Fin 3 → Fin 4 → Fin 4 :=
  ![![1, 0, 3, 2], ![2, 3, 0, 1], ![3, 2, 1, 0]]

/-- The E character: the number of pairings of the vertices left unchanged, minus one. -/
def chiE (g : Perm (Fin 4)) : ℚ :=
  ((Finset.univ.filter fun k => ∀ i, g (partner k i) = partner k (g i)).card : ℚ) - 1

/-- The characters of the tetrahedral group in the order A1, A2, E, T1, T2. -/
def irrep : Fin 5 → Perm (Fin 4) → ℚ :=
  ![fun _ => 1, fun g => ((Perm.sign g : ℤ) : ℚ), chiE,
    fun g => ((Perm.sign g : ℤ) : ℚ) * chiT2 g, chiT2]

/-- The average over the 24 group elements of the product of two real characters. -/
def overlap (f h : Perm (Fin 4) → ℚ) : ℚ := (∑ g, f g * h g) / 24

/-- The operator that exchanges the orbitals of two electrons. -/
def exchange : Matrix (Fin 3 × Fin 3) (Fin 3 × Fin 3) ℚ :=
  Matrix.of fun p q => if q = p.swap then 1 else 0

/-- Character of the orbitally symmetric two-electron space, which goes with spin singlets. -/
def singletChar (g : Perm (Fin 4)) : ℚ :=
  Matrix.trace ((1 / 2 : ℚ) • ((1 + exchange) * (t2Matrix g ⊗ₖ t2Matrix g)))

/-- Character of the orbitally antisymmetric two-electron space, which goes with spin triplets. -/
def tripletChar (g : Perm (Fin 4)) : ℚ :=
  Matrix.trace ((1 / 2 : ℚ) • ((1 - exchange) * (t2Matrix g ⊗ₖ t2Matrix g)))

/-- The matrix of a permutation carries each vertex of the tetrahedron to its image. -/
theorem t2Matrix_mulVec (g : Perm (Fin 4)) (j : Fin 4) :
    t2Matrix g *ᵥ vertex j = vertex (g j) := by
  revert g j
  decide +kernel

/-- The T2 matrices multiply as the permutations do. -/
theorem t2Matrix_mul (g h : Perm (Fin 4)) :
    t2Matrix (g * h) = t2Matrix g * t2Matrix h := by
  ext a b
  -- the matrix of g acts on the vertices already moved by h
  have key : ∀ i, t2Matrix g a 0 * vertex (h i) 0 + t2Matrix g a 1 * vertex (h i) 1
      + t2Matrix g a 2 * vertex (h i) 2 = vertex (g (h i)) a := by
    intro i
    have := congrFun (t2Matrix_mulVec g (h i)) a
    simpa only [Matrix.mulVec, dotProduct, Fin.sum_univ_three] using this
  have e : ∀ k c d, t2Matrix k c d = (vertex (k 0) c * vertex 0 d + vertex (k 1) c * vertex 1 d
      + vertex (k 2) c * vertex 2 d + vertex (k 3) c * vertex 3 d) / 4 := by
    intro k c d
    simp only [t2Matrix, Matrix.of_apply, Fin.sum_univ_four]
  rw [Matrix.mul_apply, Fin.sum_univ_three, e (g * h), e h 0 b, e h 1 b, e h 2 b]
  simp only [Perm.mul_apply]
  linear_combination (-(1 / 4) * vertex 0 b) * key 0 + (-(1 / 4) * vertex 1 b) * key 1
    + (-(1 / 4) * vertex 2 b) * key 2 + (-(1 / 4) * vertex 3 b) * key 3

/-- The trace of the T2 matrix is the number of fixed vertices minus one. -/
theorem t2Matrix_trace (g : Perm (Fin 4)) : (t2Matrix g).trace = chiT2 g := by
  revert g
  decide +kernel

/-- Exchange turns the trace of a two-electron product operator into the trace of a square. -/
theorem trace_exchange (A : Matrix (Fin 3) (Fin 3) ℚ) :
    Matrix.trace (exchange * (A ⊗ₖ A)) = Matrix.trace (A * A) := by
  have h : ∀ p, (exchange * (A ⊗ₖ A)) p p = A p.2 p.1 * A p.1 p.2 := by
    intro p
    simp [Matrix.mul_apply, exchange, Matrix.kroneckerMap_apply]
  simp only [Matrix.trace, Matrix.diag_apply, h, Fintype.sum_prod_type, Matrix.mul_apply]
  exact Finset.sum_congr rfl fun i _ => Finset.sum_congr rfl fun j _ => mul_comm _ _

/-- The symmetric and antisymmetric two-electron characters are half the sum and half the
difference of χ(g)² and χ(g²), with χ the T2 character. -/
theorem square_characters (g : Perm (Fin 4)) :
    singletChar g = (chiT2 g ^ 2 + chiT2 (g * g)) / 2 ∧
    tripletChar g = (chiT2 g ^ 2 - chiT2 (g * g)) / 2 := by
  constructor
  · rw [singletChar, Matrix.trace_smul, add_mul, one_mul, Matrix.trace_add,
      Matrix.trace_kronecker, trace_exchange, ← t2Matrix_mul, t2Matrix_trace, t2Matrix_trace,
      smul_eq_mul]
    ring
  · rw [tripletChar, Matrix.trace_smul, sub_mul, one_mul, Matrix.trace_sub,
      Matrix.trace_kronecker, trace_exchange, ← t2Matrix_mul, t2Matrix_trace, t2Matrix_trace,
      smul_eq_mul]
    ring

/-- The spin-triplet space of t2² has the T1 character, which is sign(g) times the T2 character, and
the spin-singlet space has the summed character of A1, E and T2. -/
theorem t2_squared_characters (g : Perm (Fin 4)) :
    tripletChar g = ((Perm.sign g : ℤ) : ℚ) * chiT2 g ∧
    singletChar g = 1 + chiE g + chiT2 g := by
  rw [(square_characters g).1, (square_characters g).2]
  revert g
  decide +kernel

/-- The characters A1, A2, E, T1, T2 are orthonormal under the group average. -/
theorem irrep_orthonormal (i j : Fin 5) :
    overlap (irrep i) (irrep j) = if i = j then 1 else 0 := by
  revert i j
  decide +kernel

/-- Overlaps with A1, A2, E, T1, T2 in that order: 0, 0, 0, 1, 0 for the spin-triplet character of
t2² and 1, 0, 1, 0, 1 for the spin-singlet character. Their mean squares are 1 and 3. -/
theorem t2_squared_terms :
    (∀ i, overlap (irrep i) tripletChar = ![0, 0, 0, 1, 0] i) ∧
    (∀ i, overlap (irrep i) singletChar = ![1, 0, 1, 0, 1] i) ∧
    overlap tripletChar tripletChar = 1 ∧ overlap singletChar singletChar = 3 := by
  -- replace the two-electron traces by their values in terms of the T2 character
  have ht : tripletChar = fun g => (chiT2 g ^ 2 - chiT2 (g * g)) / 2 :=
    funext fun g => (square_characters g).2
  have hs : singletChar = fun g => (chiT2 g ^ 2 + chiT2 (g * g)) / 2 :=
    funext fun g => (square_characters g).1
  rw [ht, hs]
  decide +kernel

end CubicT2Squared
```

```lean
#print axioms CubicT2Squared.t2_squared_characters
#print axioms CubicT2Squared.irrep_orthonormal
#print axioms CubicT2Squared.t2_squared_terms
```

```
'CubicT2Squared.t2_squared_characters' depends on axioms: [propext, Classical.choice, Quot.sound]
'CubicT2Squared.irrep_orthonormal' depends on axioms: [propext, Classical.choice, Quot.sound]
'CubicT2Squared.t2_squared_terms' depends on axioms: [propext, Classical.choice, Quot.sound]
```

## The characters and what they contain

Write $\chi(g)$ for the number of tetrahedron vertices that a symmetry operation $g$ leaves in place, minus one, and $\varepsilon(g)=\pm1$ for the sign of $g$ as a permutation of the four vertices. The theorem `t2_squared_characters` says that, for every one of the 24 operations, the orbital character of the spin-triplet space is

$$\chi_-(g)=\varepsilon(g)\,\chi(g),$$

and that of the spin-singlet space is

$$\chi_+(g)=1+\chi_E(g)+\chi(g),$$

where $\chi_E(g)$ is the number of pairings of the four vertices into two pairs that $g$ preserves, minus one. The theorem `square_characters` supplies the link to the usual formulas, $\chi_\pm(g)=\tfrac12\left(\chi(g)^2\pm\chi(g^2)\right)$.

The last theorem, `t2_squared_terms`, counts terms with the group average $\langle f,h\rangle=\frac1{24}\sum_g f(g)h(g)$, which is `overlap` in Lean. No complex conjugation is needed because all the characters are real. In the order A₁, A₂, E, T₁, T₂, the overlaps are $(0,0,0,1,0)$ for $\chi_-$ and $(1,0,1,0,1)$ for $\chi_+$. The mean squares are 1 and 3. A mean square is the sum of the squared multiplicities, and 3 can only be $1+1+1$, so three different singlet terms occur, each once.

## Orbitals, spin and the site

The group is `Perm (Fin 4)`, the permutations of four objects numbered 0 to 3. They stand for the vertices of the tetrahedron, and each permutation is realised by exactly one rotation, reflection or rotation-reflection of the full tetrahedral group. A product `g * h` means that $h$ acts first.

The three orbitals are represented by the coordinates $x,y,z$, which span T₂. The $d$ orbitals $yz$, $zx$, $xy$ transform in the same way, since the product $xyz$ is unchanged by every tetrahedral operation. All matrices are over `ℚ`, which is enough because every entry that arises is rational.

A two-electron orbital state lives in a nine-dimensional product space, indexed by `Fin 3 × Fin 3`. The matrix `exchange` swaps the orbitals of the two electrons. Spin itself does not appear in the code: it enters through the Pauli principle, which joins an orbitally symmetric state to the antisymmetric spin singlet and an orbitally antisymmetric state to the symmetric spin triplet. The names `singletChar` and `tripletChar` record this pairing. At the identity they equal 6 and 3, and with one and three spin states respectively they account for $6\cdot1+3\cdot3=15$ states.

In electronic structure theory this count labels the states of a $t_2^2$ configuration in a ligand-field or small active-space calculation, as long as spin-orbit coupling is left out. Mixing with other configurations through the electron repulsion keeps the spin and symmetry labels, but a state then no longer belongs to $t_2^2$ alone. The count gives no energies, and so says neither which term lies lowest nor whether two terms happen to share an energy. The step from equal characters to equivalent representations is the standard theorem of character theory, which the file does not formalise.

## Matrices that carry vertices to vertices

Let $v_0=(1,1,1)$, $v_1=(1,-1,-1)$, $v_2=(-1,1,-1)$ and $v_3=(-1,-1,1)$. These vectors have length $\sqrt3$, their sum is zero, and $v_i\cdot v_j=4\delta_{ij}-1$. The matrix `t2Matrix g` is

$$D(g)=\frac14\sum_i v_{g(i)}\,v_i^{T}.$$

With unit vectors $u_i=v_i/\sqrt3$ the prefactor would be $3/4$. Applying $D(g)$ to a vertex gives

$$D(g)v_j=\frac14\sum_i v_{g(i)}(4\delta_{ij}-1)=v_{g(j)}-\frac14\sum_i v_{g(i)}=v_{g(j)}.$$

So $D(g)$ is the spatial operation that moves the vertices as $g$ does. This is `t2Matrix_mulVec`, which Lean proves by evaluating all 24 permutations and four vertices with `decide +kernel`.

The multiplication law follows:

$$D(g)D(h)=\frac14\sum_i D(g)v_{h(i)}\,v_i^{T}=\frac14\sum_i v_{g(h(i))}\,v_i^{T}=D(gh).$$

In `t2Matrix_mul` the same argument is done entry by entry. The statement `key` is component $a$ of $D(g)v_{h(i)}=v_{g(h(i))}$, and `e` writes out the sum that defines $D$. The closing `linear_combination` multiplies `key i` by $-\frac14$ times component $b$ of $v_i$ and adds over the four vertices. The minus sign is there because the two sides of `key` stand in the opposite order to those of the goal.

The trace is

$$\operatorname{tr}D(g)=\frac14\sum_i v_{g(i)}\cdot v_i=\frac14\sum_i\left(4\delta_{g(i),i}-1\right)=\chi(g),$$

because the delta counts the fixed vertices. Lean confirms this in `t2Matrix_trace`, again by evaluation over the group.

## Exchange and the trace of a square

Let $X$ be the exchange operator, with $X(e_a\otimes e_b)=e_b\otimes e_a$. Since $X^2=1$, the operators $P_\pm=\frac12(1\pm X)$ are the projectors onto the symmetric and antisymmetric spaces. Both commute with $D(g)\otimes D(g)$, because the same matrix acts on each electron. The trace of $P_\pm\,(D(g)\otimes D(g))$ is therefore the character of the corresponding space, and this trace is how `singletChar` and `tripletChar` are defined.

For the part without $X$, the trace of a Kronecker product is the product of the traces, so $\operatorname{tr}(D(g)\otimes D(g))=\chi(g)^2$. For the part with $X$, take any $3\times3$ matrix $A$. The diagonal entry of $X(A\otimes A)$ at the index pair $(a,b)$ is $A_{ba}A_{ab}$, hence

$$\operatorname{tr}\left(X(A\otimes A)\right)=\sum_{a,b}A_{ba}A_{ab}=\operatorname{tr}(A^2).$$

This is `trace_exchange`, whose inner statement `h` is the formula for the diagonal entry. With $A=D(g)$, the multiplication law gives $D(g)^2=D(g^2)$, whose trace is $\chi(g^2)$. Together,

$$\chi_\pm(g)=\frac{\chi(g)^2\pm\chi(g^2)}2.$$

The proof of `square_characters` makes these replacements in the same order, and `ring` tidies the factor one half.

## Five classes settle the count

All the functions involved depend only on the cycle type of $g$, so five rows cover the 24 operations:

| Cycle type | Operations | $\chi(g)$ | $\chi(g^2)$ | $\varepsilon(g)$ | $\chi_E(g)$ | $\chi_-(g)$ | $\chi_+(g)$ |
|---|---|---|---|---|---|---|---|
| identity | 1 | 3 | 3 | 1 | 2 | 3 | 6 |
| one swap (reflection) | 6 | 1 | 3 | −1 | 0 | −1 | 2 |
| two swaps (half turn) | 3 | −1 | 3 | 1 | 2 | −1 | 2 |
| 3-cycle (threefold rotation) | 8 | 0 | 0 | 1 | −1 | 0 | 0 |
| 4-cycle (fourfold rotation-reflection) | 6 | −1 | −1 | −1 | 0 | 1 | 0 |

The last two columns come from the square formulas. In each row $\chi_-=\varepsilon\chi$ and $\chi_+=1+\chi_E+\chi$, which are the two identities of `t2_squared_characters`. Lean first rewrites with `square_characters`, so that the traces of $9\times9$ matrices are gone, and then checks every permutation individually.

The characters in `irrep` are $1$, $\varepsilon$, $\chi_E$, $\varepsilon\chi$ and $\chi$, for A₁, A₂, E, T₁ and T₂. Their squares, summed over the group with the class sizes as weights, are

- $1+6+3+8+6=24$ for A₁ and A₂,
- $4+0+12+8+0=24$ for E,
- $9+6+3+0+6=24$ for T₁ and T₂.

Each therefore has mean square one. The sums of products of different characters all vanish:

- A₁ with A₂: $1-6+3+8-6=0$.
- A₁ or A₂ with E: $2+0+6-8+0=0$.
- A₁ with T₂, or A₂ with T₁: $3+6-3+0-6=0$.
- A₁ with T₁, or A₂ with T₂: $3-6-3+0+6=0$.
- E with T₁ or T₂: $6+0-6+0+0=0$.
- T₁ with T₂: $9-6+3+0-6=0$.

This is `irrep_orthonormal`. The overlaps in `t2_squared_terms` can now be read off: $\chi_-$ is the T₁ character itself, and $\chi_+$ is the sum of those of A₁, E and T₂. The mean squares are then 1 and $1+1+1=3$. The table gives the second directly as $(36+6\cdot4+3\cdot4)/24=3$.

Lean reaches the overlaps by a more direct route. The equations `ht` and `hs` replace the two characters, as functions on the group, by the square formulas, and `decide +kernel` evaluates the sums over all 24 permutations without using the orthonormality theorem.
